# Residual bounds for pole sums of a Hermitian matrix with nonreal poles

In a pole expansion, a function of the Hamiltonian such as the Fermi operator is approximated by a weighted sum of resolvents $(H-z_l)^{-1}$, and an iterative or truncated solve delivers each resolvent only up to a residual. For a finite Hermitian matrix $H$ and nonreal poles $z_l$, the theorems below bound the error that these residuals cause in the sum.

```lean
import Mathlib

open Matrix
open scoped Matrix.Norms.L2Operator

namespace PoleExpansionResiduals

noncomputable section

variable {n ι : Type*} [Fintype n] [DecidableEq n] [Fintype ι]

/-- The shifted matrix `H - z`, that is, `H` minus `z` times the identity. -/
def shifted (H : Matrix n n ℂ) (z : ℂ) : Matrix n n ℂ := H - z • (1 : Matrix n n ℂ)

/-- The resolvent `(H - z)⁻¹`, for `z` not an eigenvalue of `H`. -/
def resolvent (H : Matrix n n ℂ) (z : ℂ) : Matrix n n ℂ := (shifted H z)⁻¹

/-- The residual `1 - (H - z) X` of an approximate inverse `X` of `H - z`. -/
def residual (H : Matrix n n ℂ) (z : ℂ) (X : Matrix n n ℂ) : Matrix n n ℂ :=
  1 - shifted H z * X

/-- The weighted sum `∑ w_l G_l` of one matrix per pole. -/
def poleSum (w : ι → ℂ) (G : ι → Matrix n n ℂ) : Matrix n n ℂ := ∑ l, w l • G l

/-- For a symmetric operator `T` on a complex inner product space, `T - z` stretches every
vector by at least the distance `|Im z|` of `z` from the real axis. -/
theorem abs_im_mul_norm_le {E : Type*} [NormedAddCommGroup E] [InnerProductSpace ℂ E]
    (T : E →ₗ[ℂ] E) (hT : T.IsSymmetric) (z : ℂ) (v : E) :
    |z.im| * ‖v‖ ≤ ‖T v - z • v‖ := by
  -- expectation values of a symmetric operator are real
  have him : (inner ℂ v (T v)).im = 0 := by
    apply Complex.conj_eq_iff_im.mp
    rw [inner_conj_symm]
    exact hT v v
  have hs : inner ℂ v v = ((‖v‖ ^ 2 : ℝ) : ℂ) := by
    simp [inner_self_eq_norm_sq_to_K]
  have h2 : (inner ℂ v (T v - z • v)).im = -(z.im * ‖v‖ ^ 2) := by
    rw [inner_sub_right, inner_smul_right, hs, Complex.sub_im, him, Complex.im_mul_ofReal]
    ring
  -- Cauchy-Schwarz
  have h3 : |z.im| * ‖v‖ ^ 2 ≤ ‖v‖ * ‖T v - z • v‖ := by
    have h4 := (Complex.abs_im_le_norm (inner ℂ v (T v - z • v))).trans
      (norm_inner_le_norm v (T v - z • v))
    rwa [h2, abs_neg, abs_mul, abs_of_nonneg (sq_nonneg ‖v‖)] at h4
  rcases (norm_nonneg v).eq_or_lt with h0 | h0
  · rw [← h0, mul_zero]
    exact norm_nonneg _
  · refine le_of_mul_le_mul_left ?_ h0
    linarith [h3, show ‖v‖ * (|z.im| * ‖v‖) = |z.im| * ‖v‖ ^ 2 by ring]

/-- The shifted matrix `H - z` acts on a vector `x` as `H x - z x`. -/
theorem shifted_apply (H : Matrix n n ℂ) (z : ℂ) (x : EuclideanSpace ℂ n) :
    toEuclideanCLM (n := n) (𝕜 := ℂ) (shifted H z) x
      = toEuclideanCLM (n := n) (𝕜 := ℂ) H x - z • x := by
  rw [shifted, map_sub, map_smul, map_one]
  rfl

/-- For Hermitian `H` and nonreal `z`, the matrix `H - z` is invertible and its inverse has
spectral norm at most `1 / |Im z|`. -/
theorem resolvent_bound {H : Matrix n n ℂ} (hH : H.IsHermitian) {z : ℂ} (hz : z.im ≠ 0) :
    IsUnit (shifted H z).det ∧ ‖resolvent H z‖ ≤ 1 / |z.im| := by
  have hpos : 0 < |z.im| := abs_pos.mpr hz
  have hsa : IsSelfAdjoint (toEuclideanCLM (n := n) (𝕜 := ℂ) H) := by
    rw [IsSelfAdjoint, ← map_star, star_eq_conjTranspose, hH.eq]
  have low (x : EuclideanSpace ℂ n) :
      |z.im| * ‖x‖ ≤ ‖toEuclideanCLM (n := n) (𝕜 := ℂ) (shifted H z) x‖ := by
    rw [shifted_apply]
    exact abs_im_mul_norm_le _ hsa.isSymmetric z x
  -- a nonzero null vector of `H - z` would violate the lower bound
  have hdet : IsUnit (shifted H z).det := by
    rw [isUnit_iff_ne_zero]
    intro h0
    obtain ⟨v, hv, hv0⟩ := Matrix.exists_mulVec_eq_zero_iff.mpr h0
    have h1 : toEuclideanCLM (n := n) (𝕜 := ℂ) (shifted H z) (WithLp.toLp 2 v)
        = WithLp.toLp 2 (shifted H z *ᵥ v) := rfl
    have h2 := low (WithLp.toLp 2 v)
    rw [h1, hv0, WithLp.toLp_zero, norm_zero] at h2
    have h3 : ‖WithLp.toLp 2 v‖ = 0 :=
      le_antisymm (by nlinarith [norm_nonneg (WithLp.toLp 2 v)]) (norm_nonneg _)
    exact hv (congrArg WithLp.ofLp (norm_eq_zero.mp h3))
  refine ⟨hdet, ?_⟩
  change ‖toEuclideanCLM (n := n) (𝕜 := ℂ) (resolvent H z)‖ ≤ _
  refine ContinuousLinearMap.opNorm_le_bound _ (by positivity) fun x => ?_
  have h := low (toEuclideanCLM (n := n) (𝕜 := ℂ) (resolvent H z) x)
  rw [← mul_apply_eq_comp, ← map_mul, resolvent, mul_nonsing_inv _ hdet,
    map_one, one_apply_eq_self] at h
  rw [one_div_mul_eq_div, le_div_iff₀ hpos, mul_comm]
  exact h

/-- For Hermitian `H` and nonreal `z`, the error of an approximate inverse is the resolvent
applied to its residual. -/
theorem resolvent_sub_eq {H : Matrix n n ℂ} (hH : H.IsHermitian) {z : ℂ} (hz : z.im ≠ 0)
    (X : Matrix n n ℂ) : resolvent H z - X = resolvent H z * residual H z X := by
  rw [residual, mul_sub, mul_one, ← mul_assoc, resolvent,
    nonsing_inv_mul _ (resolvent_bound hH hz).1, one_mul]

/-- For Hermitian `H` and nonreal poles, the spectral-norm error of a pole sum computed with
approximate inverses is at most the sum of `|w_l| ‖R_l‖ / |Im z_l|`, with `R_l` the residuals. -/
theorem poleSum_error_le {H : Matrix n n ℂ} (hH : H.IsHermitian) (w z : ι → ℂ)
    (hz : ∀ l, (z l).im ≠ 0) (X : ι → Matrix n n ℂ) :
    ‖poleSum w X - poleSum w (fun l => resolvent H (z l))‖
      ≤ ∑ l, ‖w l‖ * ‖residual H (z l) (X l)‖ / |(z l).im| := by
  rw [norm_sub_rev, poleSum, poleSum, ← Finset.sum_sub_distrib]
  refine (norm_sum_le _ _).trans (Finset.sum_le_sum fun l _ => ?_)
  rw [← smul_sub, resolvent_sub_eq hH (hz l), norm_smul]
  calc ‖w l‖ * ‖resolvent H (z l) * residual H (z l) (X l)‖
      ≤ ‖w l‖ * (1 / |(z l).im| * ‖residual H (z l) (X l)‖) := by
        refine mul_le_mul_of_nonneg_left ((norm_mul_le _ _).trans ?_) (norm_nonneg _)
        exact mul_le_mul_of_nonneg_right (resolvent_bound hH (hz l)).2 (norm_nonneg _)
    _ = ‖w l‖ * ‖residual H (z l) (X l)‖ / |(z l).im| := by ring

/-- For Hermitian `H` and nonreal poles, solving each pole to a residual of at most
`ε |Im z_l|` keeps the error of the pole sum at or below `ε` times the sum of the `|w_l|`. -/
theorem poleSum_error_le_of_tolerance {H : Matrix n n ℂ} (hH : H.IsHermitian) (w z : ι → ℂ)
    (hz : ∀ l, (z l).im ≠ 0) (X : ι → Matrix n n ℂ) (ε : ℝ)
    (hX : ∀ l, ‖residual H (z l) (X l)‖ ≤ ε * |(z l).im|) :
    ‖poleSum w X - poleSum w (fun l => resolvent H (z l))‖ ≤ ε * ∑ l, ‖w l‖ := by
  refine (poleSum_error_le hH w z hz X).trans ?_
  rw [Finset.mul_sum]
  refine Finset.sum_le_sum fun l _ => ?_
  rw [div_le_iff₀ (abs_pos.mpr (hz l))]
  linarith [mul_le_mul_of_nonneg_left (hX l) (norm_nonneg (w l))]

/-- Let `a` be an eigenvalue of the Hermitian `H` and let all poles be nonreal with real part
`a`. For any weights and residual sizes `δ_l ≥ 0`, some approximate inverses with exactly these
residual norms make the error of the pole sum equal to the sum of `|w_l| δ_l / |Im z_l|`. -/
theorem poleSum_error_sharp {H : Matrix n n ℂ} (hH : H.IsHermitian) {a : ℝ} {v : n → ℂ}
    (hv : v ≠ 0) (hHv : H *ᵥ v = (a : ℂ) • v) (w z : ι → ℂ) (hz : ∀ l, (z l).im ≠ 0)
    (hre : ∀ l, (z l).re = a) (δ : ι → ℝ) (hδ : ∀ l, 0 ≤ δ l) :
    ∃ X : ι → Matrix n n ℂ, (∀ l, ‖residual H (z l) (X l)‖ = δ l) ∧
      ‖poleSum w X - poleSum w (fun l => resolvent H (z l))‖
        = ∑ l, ‖w l‖ * δ l / |(z l).im| := by
  obtain ⟨i, -⟩ := Function.ne_iff.mp hv
  have : Nonempty n := ⟨i⟩
  -- phases that align the contributions of all poles
  have phase (q : ℂ) : ∃ u : ℂ, ‖u‖ = 1 ∧ u * q = (‖q‖ : ℂ) := by
    by_cases hq : q = 0
    · exact ⟨1, by simp, by simp [hq]⟩
    · refine ⟨(‖q‖ : ℂ) / q, ?_, div_mul_cancel₀ _ hq⟩
      rw [norm_div, Complex.norm_real, norm_norm, div_self (norm_ne_zero_iff.mpr hq)]
  choose u hu1 hu2 using fun l => phase (w l * ((a : ℂ) - z l)⁻¹)
  have hnorm (l : ι) : ‖(a : ℂ) - z l‖ = |(z l).im| := by
    have h : (a : ℂ) - z l = ((-(z l).im : ℝ) : ℂ) * Complex.I :=
      Complex.ext (by simp [hre l]) (by simp)
    rw [h, norm_mul, Complex.norm_I, mul_one, Complex.norm_real, Real.norm_eq_abs, abs_neg]
  have hne (l : ι) : (a : ℂ) - z l ≠ 0 := by
    rw [← norm_ne_zero_iff, hnorm]
    exact abs_ne_zero.mpr (hz l)
  let X : ι → Matrix n n ℂ := fun l => (1 - (δ l : ℂ) * u l) • resolvent H (z l)
  have hR (l : ι) : ‖residual H (z l) (X l)‖ = δ l := by
    have h : residual H (z l) (X l) = ((δ l : ℂ) * u l) • (1 : Matrix n n ℂ) := by
      simp only [X, residual, resolvent]
      rw [Matrix.mul_smul, mul_nonsing_inv _ (resolvent_bound hH (hz l)).1]
      module
    rw [h, norm_smul, CStarRing.norm_one, norm_mul, hu1, Complex.norm_real,
      Real.norm_of_nonneg (hδ l), mul_one, mul_one]
  refine ⟨X, hR, le_antisymm ?_ ?_⟩
  · have h := poleSum_error_le hH w z hz X
    simpa only [hR] using h
  -- the error matrix acts on the eigenvector as a number of the required size
  let x : EuclideanSpace ℂ n := WithLp.toLp 2 v
  have hx : 0 < ‖x‖ := norm_pos_iff.mpr fun h => hv (congrArg WithLp.ofLp h)
  have hHx : toEuclideanCLM (n := n) (𝕜 := ℂ) H x = (a : ℂ) • x := by
    change WithLp.toLp 2 (H *ᵥ v) = _
    rw [hHv]
    rfl
  have hG (l : ι) : toEuclideanCLM (n := n) (𝕜 := ℂ) (resolvent H (z l)) x
      = ((a : ℂ) - z l)⁻¹ • x := by
    rw [eq_inv_smul_iff₀ (hne l), ← map_smul, sub_smul, ← hHx, ← shifted_apply,
      ← mul_apply_eq_comp, ← map_mul, resolvent,
      nonsing_inv_mul _ (resolvent_bound hH (hz l)).1, map_one, one_apply_eq_self]
  have hD : poleSum w X - poleSum w (fun l => resolvent H (z l))
      = -∑ l, (w l * ((δ l : ℂ) * u l)) • resolvent H (z l) := by
    rw [poleSum, poleSum, ← Finset.sum_sub_distrib, ← Finset.sum_neg_distrib]
    refine Finset.sum_congr rfl fun l _ => ?_
    simp only [X]
    module
  have hterm (l : ι) : toEuclideanCLM (n := n) (𝕜 := ℂ)
      ((w l * ((δ l : ℂ) * u l)) • resolvent H (z l)) x
      = ((‖w l‖ * δ l / |(z l).im| : ℝ) : ℂ) • x := by
    rw [map_smul, _root_.smul_apply, hG, smul_smul]
    congr 1
    calc w l * ((δ l : ℂ) * u l) * ((a : ℂ) - z l)⁻¹
        = (δ l : ℂ) * (u l * (w l * ((a : ℂ) - z l)⁻¹)) := by ring
      _ = ((‖w l‖ * δ l / |(z l).im| : ℝ) : ℂ) := by
        rw [hu2, norm_mul, norm_inv, hnorm]
        push_cast
        ring
  have hle := (toEuclideanCLM (n := n) (𝕜 := ℂ)
    (poleSum w X - poleSum w (fun l => resolvent H (z l)))).le_opNorm x
  rw [hD, map_neg, _root_.neg_apply, norm_neg, norm_neg, map_sum,
    _root_.sum_apply, Finset.sum_congr rfl (fun l _ => hterm l),
    ← Finset.sum_smul, ← Complex.ofReal_sum, norm_smul, Complex.norm_real, ← map_sum] at hle
  rw [hD, norm_neg]
  exact (Real.le_norm_self _).trans (le_of_mul_le_mul_right hle hx)

end

end PoleExpansionResiduals
```

```lean
#print axioms PoleExpansionResiduals.poleSum_error_le_of_tolerance
#print axioms PoleExpansionResiduals.poleSum_error_sharp
```

```
'PoleExpansionResiduals.poleSum_error_le_of_tolerance' depends on axioms: [propext, Classical.choice, Quot.sound]
'PoleExpansionResiduals.poleSum_error_sharp' depends on axioms: [propext, Classical.choice, Quot.sound]
```

## The bound and its worst case

Let $w_l$ be complex weights, $G_l=(H-z_l)^{-1}$ the exact resolvents, and $X_l$ arbitrary matrices used in their place. The residuals are $R_l=1-(H-z_l)X_l$. The main theorem, `poleSum_error_le`, says

$$\Big\|\sum_l w_lX_l-\sum_l w_lG_l\Big\|\le\sum_l\frac{|w_l|\,\|R_l\|}{|\operatorname{Im}z_l|}.$$

The theorem `poleSum_error_le_of_tolerance` turns this into a stopping rule: if $\|R_l\|\le\varepsilon\,|\operatorname{Im}z_l|$ for every pole, the error is at most $\varepsilon\sum_l|w_l|$. Under this rule, a pole ten times closer to the real axis gets a residual tolerance ten times smaller. This can be stricter than necessary: the exact norm of $G_l$ is one over the distance from $z_l$ to the nearest eigenvalue of $H$, and for a pole close to the real axis inside a wide gap that distance is much larger than $|\operatorname{Im}z_l|$.

The theorem `poleSum_error_sharp` gives a situation in which the bound is attained. Suppose that $H$ has an eigenvalue $a$ and that every pole has real part $a$. Then for any weights and any prescribed sizes $\delta_l\ge0$ there are matrices $X_l$ with $\|R_l\|=\delta_l$ whose error equals $\sum_l|w_l|\delta_l/|\operatorname{Im}z_l|$.

## Hamiltonian, poles and norm in Lean

The index type `n` labels a finite orthonormal basis, and `ι` labels the finitely many poles. `H.IsHermitian` says that the Hamiltonian matrix equals its conjugate transpose, and `hz` says that no pole is real. The definitions `shifted`, `resolvent`, `residual` and `poleSum` are $H-z$, its matrix inverse, $1-(H-z)X$ and the weighted sum. With this sign convention, `resolvent` is minus the Green's function $(z-H)^{-1}$.

The opened scope `Matrix.Norms.L2Operator` makes `‖·‖` on matrices the spectral norm, that is, the largest factor by which a matrix stretches a vector. Lean's matrix inverse is defined even for singular matrices, so `resolvent_bound` also proves that $H-z$ is invertible.

The condition `hre`, that all poles have real part $a$, describes for example Matsubara poles, which lie on the vertical line through the chemical potential, when an energy level sits exactly there.

In electronic structure the bound applies to a fixed, finite Hamiltonian matrix in an orthonormal basis, for instance a Kohn–Sham matrix within one self-consistency step. It measures only the error from inexact solves. The error of the rational approximation itself, rounding in the final summation and a nonorthogonal basis with an overlap matrix all lie beyond it.

## Distance from the real axis bounds the inverse

Take the inner product linear in its second argument. For any vector $v$,

$$\langle v,(H-z)v\rangle=\langle v,Hv\rangle-z\|v\|^2 .$$

Since $H$ is Hermitian, $\langle v,Hv\rangle$ is real, so the imaginary part of the right-hand side is $-\operatorname{Im}z\,\|v\|^2$. The modulus of a number is at least that of its imaginary part, and Cauchy–Schwarz gives

$$|\operatorname{Im}z|\,\|v\|^2\le|\langle v,(H-z)v\rangle|\le\|v\|\,\|(H-z)v\|.$$

Dividing by $\|v\|$ when $v\ne0$, and checking $v=0$ directly, yields

$$|\operatorname{Im}z|\,\|v\|\le\|(H-z)v\|.$$

This is `abs_im_mul_norm_le`, stated for a symmetric operator on any complex inner product space. There `him` is the reality of $\langle v,Hv\rangle$, `h2` the imaginary part, and `h3` the Cauchy–Schwarz step.

If $(H-z)v=0$ with $\operatorname{Im}z\neq0$, the inequality forces $v=0$, so $H-z$ is invertible. Putting $v=(H-z)^{-1}x$ gives

$$\|(H-z)^{-1}x\|\le\frac{\|x\|}{|\operatorname{Im}z|},\qquad\text{hence}\qquad\|(H-z)^{-1}\|\le\frac1{|\operatorname{Im}z|}.$$

In `resolvent_bound`, `toEuclideanCLM` turns the matrix into an operator on Euclidean space, with `shifted_apply` describing its action. The inequality is then called `low`; it gives `hdet`, the invertibility, and through `opNorm_le_bound` the norm estimate.

## From residuals to the total error

Multiplying the residual by the exact resolvent gives

$$G_lR_l=G_l-G_l(H-z_l)X_l=G_l-X_l,$$

which is `resolvent_sub_eq`. Therefore

$$\Big\|\sum_lw_l(X_l-G_l)\Big\|=\Big\|\sum_lw_lG_lR_l\Big\|\le\sum_l|w_l|\,\|G_l\|\,\|R_l\|\le\sum_l\frac{|w_l|\,\|R_l\|}{|\operatorname{Im}z_l|}.$$

In `poleSum_error_le`, `norm_sum_le` is the triangle inequality and `norm_mul_le` the product estimate. For the stopping rule, inserting $\|R_l\|\le\varepsilon|\operatorname{Im}z_l|$ cancels the denominator in each term.

## Making all errors add up

Let $v\neq0$ satisfy $Hv=av$, with $\operatorname{Re}z_l=a$ for all $l$. Then $a-z_l=-i\operatorname{Im}z_l$, so $G_lv=(a-z_l)^{-1}v$ with $|a-z_l|=|\operatorname{Im}z_l|$. Choose phases $u_l$ of modulus one such that

$$u_l\,\frac{w_l}{a-z_l}=\frac{|w_l|}{|\operatorname{Im}z_l|},$$

taking $u_l=1$ if $w_l=0$, and set $X_l=(1-\delta_lu_l)G_l$. The residual is $R_l=\delta_lu_l\,1$, of norm $\delta_l$, and

$$\sum_lw_l(X_l-G_l)\,v=-\sum_l\delta_lu_lw_lG_lv=-\Big(\sum_l\frac{|w_l|\delta_l}{|\operatorname{Im}z_l|}\Big)v.$$

On the normalised state $v/\|v\|$ the error matrix thus produces a vector whose length is the full bound. Its norm is at least that large, and the main theorem says that it is no larger.

In the Lean proof, `phase` supplies the $u_l$, `hR` computes the residual norms, `hG` gives the action of $G_l$ on the eigenvector, and `hterm` evaluates one term of the sum. `le_opNorm` then gives the lower bound after division by the norm of the eigenvector.

## The same estimate for a single right-hand side

Often only $\sum_lw_lG_lb$ is needed for one vector $b$. If $x_l$ approximates $G_lb$ with residual $r_l=b-(H-z_l)x_l$, then $G_lb-x_l=G_lr_l$, and the same argument bounds the error of $\sum_lw_lx_l$ by $\sum_l|w_l|\,\|r_l\|/|\operatorname{Im}z_l|$. This vector version is derived here by hand and is not among the Lean theorems above.
